# The Birman–Schwinger trace bound for finite Hermitian matrices

Let \(H_0\) be a finite Hermitian matrix, \(W\) a rectangular matrix and \(E\) a real energy with \(H_0-E\) positive definite. Then the number of eigenvalues of \(H=H_0-WW^*\) at or below \(E\), counted with multiplicity, is at most the trace of \(W^*(H_0-E)^{-1}W\).

Positive definiteness means that \(E\) lies below every unperturbed level, so each level counted has been pulled down by the attraction \(-WW^*\). In a one-particle model with a finite orthonormal basis, this limits the number of states that a separable attraction can bring down to the energy \(E\) or below. For Schrödinger operators with a local attractive potential in continuous three-dimensional space, the bound of this name uses the trace of the squared kernel, because the first-power trace diverges there.

## Levels, kernel and eigenstates

Matrices are complex, and `ᴴ` is the conjugate transpose, written \(^*\) here. The finite types `n`, `m` and `k` label basis states, columns of \(W\) and chosen eigenstates.

```lean
import Mathlib

open Matrix
open scoped ComplexOrder

namespace BirmanSchwingerBound

noncomputable section

variable {n m k : Type*} [Fintype n] [DecidableEq n] [Fintype m] [Fintype k] [DecidableEq k]
```

The level count \(N(E)\) is the number of indices \(i\) with eigenvalue \(\lambda_i\le E\). A degenerate level therefore counts as many times as its multiplicity, and a level exactly at \(E\) is included.

```lean
/-- The number of eigenvalues of a Hermitian matrix at or below the energy `E`,
counted with multiplicity. -/
def levelsUpTo {H : Matrix n n ℂ} (hH : H.IsHermitian) (E : ℝ) : ℕ :=
  Fintype.card {i // hH.eigenvalues i ≤ E}
```

Write \(A=H_0-E\) and \(K=W^*A^{-1}W\).

```lean
/-- The Birman-Schwinger kernel `W* (H0 - E)⁻¹ W`. -/
def kernel (H0 : Matrix n n ℂ) (W : Matrix n m ℂ) (E : ℝ) : Matrix m m ℂ :=
  Wᴴ * (H0 - (E : ℂ) • (1 : Matrix n n ℂ))⁻¹ * W
```

The eigenvectors selected by \(\lambda_i\le E\) form the columns of a matrix.

```lean
/-- The matrix whose columns are the orthonormal eigenvectors with energy at or below `E`. -/
def eigenStates {H : Matrix n n ℂ} (hH : H.IsHermitian) (E : ℝ) :
    Matrix n {i // hH.eigenvalues i ≤ E} ℂ :=
  Matrix.of fun a i => (hH.eigenvectorBasis i.1).ofLp a
```

## (a) Hermiticity with the attraction included

Show that
\[(H_0-WW^*)^*=H_0-WW^*.\]

**Solution.** We have \((WW^*)^*=WW^*\), and a difference of Hermitian matrices is Hermitian. The Lean eigenvalue family requires this fact as an argument.

```lean
omit [Fintype n] [DecidableEq n] in
/-- Subtracting the attractive term `W W*` from a Hermitian `H0` leaves a Hermitian matrix. -/
theorem attractive_isHermitian {H0 : Matrix n n ℂ} (h0 : H0.IsHermitian) (W : Matrix n m ℂ) :
    (H0 - W * Wᴴ).IsHermitian :=
  h0.sub (isHermitian_mul_conjTranspose_self W)
```

## (b) A real trace

Show that
\[\operatorname{Im}\operatorname{tr}K=0.\]

**Solution.** Since \(A^{-1}\) is positive definite, \(x^*Kx=(Wx)^*A^{-1}(Wx)\ge0\) for every \(x\). The diagonal entries of \(K\) are thus real and nonnegative, and so is their sum. In Lean's order on \(\mathbb C\), \(0\le z\) includes \(\operatorname{Im}z=0\), which the last line extracts. The later theorems can therefore use the real part of the trace without loss.

```lean
/-- The trace of the Birman-Schwinger kernel is real when `H0 - E` is positive definite. -/
theorem kernel_trace_im {H0 : Matrix n n ℂ} {E : ℝ}
    (hA : (H0 - (E : ℂ) • (1 : Matrix n n ℂ)).PosDef) (W : Matrix n m ℂ) :
    (kernel H0 W E).trace.im = 0 := by
  have h := (hA.inv.posSemidef.conjTranspose_mul_mul_same W).trace_nonneg
  exact (Complex.le_def.1 h).2.symm
```

## (c) Compression to orthonormal states

Let \(U^*U=1\). Show that
\[G:=U^*AU\quad\text{is positive definite.}\]

**Solution.** We have \(x^*Gx=(Ux)^*A(Ux)\). If \(Ux=0\), then \(x=U^*Ux=0\), so the expression is positive for \(x\ne0\). The code proves the same injectivity of \(U\) by applying \(U^*\) to \(Ux=Uy\).

```lean
omit [DecidableEq n] in
/-- A positive definite matrix stays positive definite when compressed to orthonormal states. -/
theorem compression_posDef {A : Matrix n n ℂ} (hA : A.PosDef) {U : Matrix n k ℂ}
    (hU : Uᴴ * U = 1) : (Uᴴ * A * U).PosDef := by
  apply hA.conjTranspose_mul_mul_same
  intro x y hxy
  have h : Uᴴ *ᵥ (U *ᵥ x) = Uᴴ *ᵥ (U *ᵥ y) := congrArg (fun v => Uᴴ *ᵥ v) hxy
  rwa [Matrix.mulVec_mulVec, Matrix.mulVec_mulVec, hU, Matrix.one_mulVec,
    Matrix.one_mulVec] at h
```

## (d) Comparing two inverses

Show that
\[Q:=A^{-1}-UG^{-1}U^*\ge0.\]

**Solution.** Put \(P=UG^{-1}U^*\). Then
\[PAP=UG^{-1}(U^*AU)G^{-1}U^*=P,\]
\[QAQ=A^{-1}-P-P+PAP=A^{-1}-P=Q.\]
Since \(Q\) is Hermitian, \(x^*Qx=(Qx)^*A(Qx)\ge0\). These identities are `hPP` and `key`.

A common slip is to replace \(G^{-1}\) by \(U^*A^{-1}U\). For \(A=\begin{pmatrix}2&1\\1&1\end{pmatrix}\) and \(U=(1,0)^T\), the first is \(1/2\) and the second is \(1\).

```lean
/-- For a positive definite matrix, the inverse of its compression to orthonormal states, embedded
back in the full space, is bounded above by the full inverse. -/
theorem compressed_inverse_le {A : Matrix n n ℂ} (hA : A.PosDef) {U : Matrix n k ℂ}
    (hU : Uᴴ * U = 1) : (A⁻¹ - U * (Uᴴ * A * U)⁻¹ * Uᴴ).PosSemidef := by
  have hG := compression_posDef hA hU
  have h1 : A * A⁻¹ = 1 := mul_nonsing_inv A ((isUnit_iff_isUnit_det A).mp hA.isUnit)
  have h2 : A⁻¹ * A = 1 := nonsing_inv_mul A ((isUnit_iff_isUnit_det A).mp hA.isUnit)
  have g : (Uᴴ * A * U)⁻¹ * (Uᴴ * A * U) = 1 :=
    nonsing_inv_mul _ ((isUnit_iff_isUnit_det _).mp hG.isUnit)
  obtain ⟨P, hP⟩ : ∃ P, P = U * (Uᴴ * A * U)⁻¹ * Uᴴ := ⟨_, rfl⟩
  have hPh : Pᴴ = P := by
    rw [hP, conjTranspose_mul, conjTranspose_mul, conjTranspose_conjTranspose,
      hG.inv.isHermitian.eq]
    exact (Matrix.mul_assoc _ _ _).symm
  have hPP : P * A * P = P := by
    calc P * A * P
        = U * ((Uᴴ * A * U)⁻¹ * (Uᴴ * A * U) * (Uᴴ * A * U)⁻¹) * Uᴴ := by
          rw [hP]; simp only [Matrix.mul_assoc]
      _ = P := by rw [g, Matrix.one_mul, hP]
  rw [← hP]
  -- Q = A⁻¹ - P is Hermitian and satisfies Q A Q = Q
  have hQ : (A⁻¹ - P)ᴴ = A⁻¹ - P := by
    rw [conjTranspose_sub, hA.inv.isHermitian.eq, hPh]
  have key : (A⁻¹ - P) * A * (A⁻¹ - P) = A⁻¹ - P := by
    calc (A⁻¹ - P) * A * (A⁻¹ - P)
        = (A⁻¹ * A) * A⁻¹ - (A⁻¹ * A) * P - P * (A * A⁻¹) + P * A * P := by noncomm_ring
      _ = A⁻¹ - P := by
          rw [h2, h1, hPP, Matrix.one_mul, Matrix.one_mul, Matrix.mul_one]; abel
  have h := hA.posSemidef.conjTranspose_mul_mul_same (A⁻¹ - P)
  rwa [hQ, key] at h
```

## (e) Counting states and their depths

Let the \(N\) columns of \(U\) be orthonormal eigenstates, \(HU=U\Lambda\) with \(\Lambda=\operatorname{diag}(\lambda_i)\). Show that
\[N+\sum_i (G^{-1})_{ii}(E-\lambda_i)\le\operatorname{tr}K.\]

**Solution.** From \(WW^*=A+E-H\),
\[U^*WW^*U=G+D,\qquad D=\operatorname{diag}(E-\lambda_i).\]
Cyclicity of the trace gives
\[\operatorname{tr}(W^*UG^{-1}U^*W)=\operatorname{tr}\bigl(G^{-1}(G+D)\bigr)=N+\sum_i(G^{-1})_{ii}(E-\lambda_i).\]
By (d), \(W^*QW\ge0\), so its trace, \(\operatorname{tr}K\) minus this expression, is nonnegative. In the code, `hd` is the projected eigenvalue equation and `ht` the trace identity. No sign of \(E-\lambda_i\) is assumed yet.

```lean
/-- Let `H0 - E` be positive definite. For orthonormal eigenstates `U` of `H0 - W W*` with energies
`lam`, their number plus the sum of the depths `E - lam i`, weighted by the diagonal entries of the
inverse of `U* (H0 - E) U`, is at most the trace of the Birman-Schwinger kernel. -/
theorem card_add_depths_le {H0 : Matrix n n ℂ} {E : ℝ} {W : Matrix n m ℂ}
    (hA : (H0 - (E : ℂ) • (1 : Matrix n n ℂ)).PosDef) {U : Matrix n k ℂ} {lam : k → ℝ}
    (hU : Uᴴ * U = 1)
    (hHU : (H0 - W * Wᴴ) * U = U * diagonal (fun i => (lam i : ℂ))) :
    (Fintype.card k : ℝ) +
      ∑ i, ((Uᴴ * (H0 - (E : ℂ) • (1 : Matrix n n ℂ)) * U)⁻¹ i i).re * (E - lam i)
      ≤ (kernel H0 W E).trace.re := by
  unfold kernel
  obtain ⟨A, hAdef⟩ : ∃ A, A = H0 - (E : ℂ) • (1 : Matrix n n ℂ) := ⟨_, rfl⟩
  rw [← hAdef] at hA ⊢
  have hG := compression_posDef hA hU
  have g : (Uᴴ * A * U)⁻¹ * (Uᴴ * A * U) = 1 :=
    nonsing_inv_mul _ ((isUnit_iff_isUnit_det _).mp hG.isUnit)
  -- the eigenvalue equation, projected on the eigenstates
  have hd : Uᴴ * (W * Wᴴ) * U
      = Uᴴ * A * U + diagonal (fun i => ((E - lam i : ℝ) : ℂ)) := by
    have e : W * Wᴴ = A + ((E : ℂ) • (1 : Matrix n n ℂ) - (H0 - W * Wᴴ)) := by
      rw [hAdef]; abel
    have hD : Uᴴ * (H0 - W * Wᴴ) * U = diagonal (fun i => (lam i : ℂ)) := by
      rw [Matrix.mul_assoc, hHU, ← Matrix.mul_assoc, hU, Matrix.one_mul]
    calc Uᴴ * (W * Wᴴ) * U
        = Uᴴ * (A + ((E : ℂ) • (1 : Matrix n n ℂ) - (H0 - W * Wᴴ))) * U := by rw [← e]
      _ = Uᴴ * A * U + ((E : ℂ) • (Uᴴ * U) - Uᴴ * (H0 - W * Wᴴ) * U) := by
          rw [Matrix.mul_add, Matrix.add_mul, Matrix.mul_sub, Matrix.sub_mul,
            Matrix.mul_smul, Matrix.mul_one, Matrix.smul_mul]
      _ = _ := by
          rw [hD, hU]
          congr 1
          ext i j
          by_cases hij : i = j
          · subst hij; simp
          · simp [hij]
  have ht : (Wᴴ * (U * (Uᴴ * A * U)⁻¹ * Uᴴ) * W).trace
      = (Fintype.card k : ℂ) + ∑ i, (Uᴴ * A * U)⁻¹ i i * ((E - lam i : ℝ) : ℂ) := by
    calc (Wᴴ * (U * (Uᴴ * A * U)⁻¹ * Uᴴ) * W).trace
        = ((Wᴴ * U) * ((Uᴴ * A * U)⁻¹ * (Uᴴ * W))).trace := by
          simp only [Matrix.mul_assoc]
      _ = (((Uᴴ * A * U)⁻¹ * (Uᴴ * W)) * (Wᴴ * U)).trace := Matrix.trace_mul_comm _ _
      _ = ((Uᴴ * A * U)⁻¹ * (Uᴴ * (W * Wᴴ) * U)).trace := by
          simp only [Matrix.mul_assoc]
      _ = _ := by
          rw [hd, Matrix.mul_add, g, Matrix.trace_add, Matrix.trace_one]
          simp only [Matrix.trace, Matrix.diag_apply, Matrix.mul_diagonal]
  have h := ((compressed_inverse_le hA hU).conjTranspose_mul_mul_same W).trace_nonneg
  rw [Matrix.mul_sub, Matrix.sub_mul, Matrix.trace_sub, ht] at h
  have h' := (Complex.le_def.1 h).1
  simp only [Complex.sub_re, Complex.add_re, Complex.natCast_re, Complex.re_sum,
    Complex.re_mul_ofReal, Complex.zero_re] at h'
  linarith
```

## (f) Orthonormality of the selected states

From now on, \(U\) holds the eigenvectors \(u_i\) with \(\lambda_i\le E\). Show that
\[U^*U=1.\]

**Solution.** Entry by entry, \((U^*U)_{ij}=\sum_a\overline{U_{ai}}\,U_{aj}=\langle u_i,u_j\rangle=\delta_{ij}\). Lean takes the last equality from its orthonormal eigenvector basis.

```lean
/-- The selected eigenvectors are orthonormal. -/
theorem eigenStates_orthonormal {H : Matrix n n ℂ} (hH : H.IsHermitian) (E : ℝ) :
    (eigenStates hH E)ᴴ * eigenStates hH E = 1 := by
  ext i j
  have h := orthonormal_iff_ite.1 hH.eigenvectorBasis.orthonormal i.1 j.1
  rw [PiLp.inner_apply] at h
  rw [Matrix.mul_apply, Matrix.one_apply]
  refine (Finset.sum_congr rfl fun a _ => ?_).trans (h.trans ?_)
  · simp [eigenStates, RCLike.inner_apply, mul_comm]
  · simp [Subtype.ext_iff]
```

## (g) The eigenvalue equation in matrix form

Show that
\[HU=U\Lambda.\]

**Solution.** Column \(i\) of the left side is \(Hu_i=\lambda_iu_i\), which is column \(i\) of the right side. The code compares the entries \((a,i)\).

```lean
/-- The selected eigenvectors satisfy the stationary Schrödinger equation. -/
theorem eigenStates_schrodinger {H : Matrix n n ℂ} (hH : H.IsHermitian) (E : ℝ) :
    H * eigenStates hH E
      = eigenStates hH E *
        diagonal (fun i : {i // hH.eigenvalues i ≤ E} => (hH.eigenvalues i.1 : ℂ)) := by
  ext a i
  have h := congrFun (hH.mulVec_eigenvectorBasis i.1) a
  have hr : (eigenStates hH E *
      diagonal (fun i : {i // hH.eigenvalues i ≤ E} => (hH.eigenvalues i.1 : ℂ)) :
        Matrix n {i // hH.eigenvalues i ≤ E} ℂ) a i
      = eigenStates hH E a i * (hH.eigenvalues i.1 : ℂ) := Matrix.mul_diagonal ..
  refine Eq.trans ?_ (h.trans (Eq.trans ?_ hr.symm))
  · rfl
  · show hH.eigenvalues i.1 • (hH.eigenvectorBasis i.1).ofLp a
      = (hH.eigenvectorBasis i.1).ofLp a * (hH.eigenvalues i.1 : ℂ)
    exact Complex.real_smul.trans (mul_comm _ _)
```

## (h) The bound

Show that
\[N(E)\le\operatorname{tr}K.\]

**Solution.** By (f) and (g), the selected states satisfy the conditions of (e). There \((G^{-1})_{ii}>0\) and \(E-\lambda_i\ge0\), so the sum is nonnegative and can be discarded. In Lean these two signs come from `diag_pos` and `i.2`.

Without positive definiteness the bound can fail. Take the \(1\times1\) case \(H_0=-1\), \(W=0\), \(E=0\): one level lies below \(E\), but \(\operatorname{tr}K=0\).

```lean
/-- **Birman-Schwinger bound.** If `H0 - E` is positive definite, the number of eigenvalues of
`H0 - W W*` at or below `E`, with multiplicity, is at most `tr (W* (H0 - E)⁻¹ W)`. -/
theorem birman_schwinger_bound {H0 : Matrix n n ℂ} (h0 : H0.IsHermitian) {E : ℝ}
    (hA : (H0 - (E : ℂ) • (1 : Matrix n n ℂ)).PosDef) (W : Matrix n m ℂ) :
    (levelsUpTo (attractive_isHermitian h0 W) E : ℝ) ≤ (kernel H0 W E).trace.re := by
  have hU := eigenStates_orthonormal (attractive_isHermitian h0 W) E
  have h := card_add_depths_le hA hU (eigenStates_schrodinger (attractive_isHermitian h0 W) E)
  refine le_trans (le_add_of_nonneg_right (Finset.sum_nonneg fun i _ => ?_)) h
  exact mul_nonneg (Complex.lt_def.1 (compression_posDef hA hU).inv.diag_pos).1.le
    (sub_nonneg.2 i.2)
```

## (i) A level strictly below the threshold

Suppose some \(\lambda_b<E\). Show that
\[N(E)<\operatorname{tr}K.\]

**Solution.** The term \((G^{-1})_{bb}(E-\lambda_b)\) is now positive and the others are nonnegative, so the discarded sum is positive. This is the step made by `Finset.sum_pos'`.

```lean
/-- If `H0 - E` is positive definite and some eigenvalue of `H0 - W W*` lies strictly below `E`, the
Birman-Schwinger bound is strict. -/
theorem birman_schwinger_bound_strict {H0 : Matrix n n ℂ} (h0 : H0.IsHermitian) {E : ℝ}
    (hA : (H0 - (E : ℂ) • (1 : Matrix n n ℂ)).PosDef) (W : Matrix n m ℂ)
    (hb : ∃ i, (attractive_isHermitian h0 W).eigenvalues i < E) :
    (levelsUpTo (attractive_isHermitian h0 W) E : ℝ) < (kernel H0 W E).trace.re := by
  obtain ⟨b, hb⟩ := hb
  have hU := eigenStates_orthonormal (attractive_isHermitian h0 W) E
  have h := card_add_depths_le hA hU (eigenStates_schrodinger (attractive_isHermitian h0 W) E)
  refine lt_of_lt_of_le (lt_add_of_pos_right _ (Finset.sum_pos' (fun i _ => ?_)
    ⟨⟨b, hb.le⟩, Finset.mem_univ _, ?_⟩)) h
  · exact mul_nonneg (Complex.lt_def.1 (compression_posDef hA hU).inv.diag_pos).1.le
      (sub_nonneg.2 i.2)
  · exact mul_pos (Complex.lt_def.1 (compression_posDef hA hU).inv.diag_pos).1
      (sub_pos.2 hb)
```

## (j) Known unperturbed levels

Let \(H_0=\operatorname{diag}(\varepsilon_i)\) with every \(\varepsilon_i>E\). Show that
\[N(E)\le\sum_a\sum_i\frac{|W_{ia}|^2}{\varepsilon_i-E}.\]

**Solution.** Here \(A^{-1}=\operatorname{diag}\bigl(1/(\varepsilon_i-E)\bigr)\), so
\[K_{aa}=\sum_i\overline{W_{ia}}\,\frac{1}{\varepsilon_i-E}\,W_{ia}.\]
Summing over \(a\) and using (h) gives the result. The code establishes the inverse in `hinv` and then matches the sums term by term.

```lean
/-- For `H0` diagonal with levels `ε i` above `E`, the number of eigenvalues of `H0 - W W*` at or
below `E` is at most the sum of `|W i a|² / (ε i - E)`. -/
theorem bound_of_levels (ε : n → ℝ) {E : ℝ} (hε : ∀ i, E < ε i) (W : Matrix n m ℂ)
    (h0 : (diagonal (fun i => (ε i : ℂ))).IsHermitian :=
      isHermitian_diagonal_of_self_adjoint _ (funext fun _ => Complex.conj_ofReal _)) :
    (levelsUpTo (attractive_isHermitian h0 W) E : ℝ)
      ≤ ∑ a, ∑ i, ‖W i a‖ ^ 2 / (ε i - E) := by
  have hs : diagonal (fun i => (ε i : ℂ)) - (E : ℂ) • (1 : Matrix n n ℂ)
      = diagonal (fun i => ((ε i - E : ℝ) : ℂ)) := by
    ext i j
    by_cases hij : i = j
    · subst hij; simp
    · simp [hij]
  have hA : (diagonal (fun i => (ε i : ℂ)) - (E : ℂ) • (1 : Matrix n n ℂ)).PosDef := by
    rw [hs]
    exact PosDef.diagonal fun i => Complex.zero_lt_real.2 (sub_pos.2 (hε i))
  have hinv : (diagonal (fun i => ((ε i - E : ℝ) : ℂ)))⁻¹
      = diagonal (fun i => (((ε i - E)⁻¹ : ℝ) : ℂ)) := by
    apply inv_eq_right_inv
    rw [diagonal_mul_diagonal, ← diagonal_one]
    congr 1
    funext i
    rw [← Complex.ofReal_mul, mul_inv_cancel₀ (sub_pos.2 (hε i)).ne', Complex.ofReal_one]
  refine (birman_schwinger_bound h0 hA W).trans (le_of_eq ?_)
  unfold kernel
  rw [hs, hinv, Matrix.trace, Complex.re_sum]
  refine Finset.sum_congr rfl fun a _ => ?_
  rw [Matrix.diag_apply, Matrix.mul_apply, Complex.re_sum]
  refine Finset.sum_congr rfl fun i _ => ?_
  rw [Matrix.mul_diagonal, conjTranspose_apply, mul_right_comm, Complex.re_mul_ofReal,
    div_eq_mul_inv]
  congr 1
  have hw : star (W i a) * W i a = ((‖W i a‖ ^ 2 : ℝ) : ℂ) := by
    rw [Complex.ofReal_pow]; exact Complex.conj_mul' _
  rw [hw, Complex.ofReal_re]
```

## (k) Equality in every dimension

Let \(d\) be the dimension and take \(H_0=W=1\), \(E=0\). Show that
\[N(0)=\operatorname{tr}K=d.\]

**Solution.** Here \(H=1-1=0\), so all \(d\) eigenvalues sit exactly at \(E\) and are counted, while \(K=1\) has trace \(d\). This agrees with (i), since no level lies strictly below \(E\).

```lean
/-- The bound is attained in every dimension: for `H0 = 1`, `W = 1` and `E = 0` the level count
and the trace of the kernel both equal the dimension. -/
theorem bound_attained :
    levelsUpTo (attractive_isHermitian (isHermitian_one (n := n) (α := ℂ)) (1 : Matrix n n ℂ)) 0
        = Fintype.card n ∧
      (kernel (1 : Matrix n n ℂ) (1 : Matrix n n ℂ) 0).trace.re = Fintype.card n := by
  constructor
  · have hz := (attractive_isHermitian (isHermitian_one (n := n) (α := ℂ))
      (1 : Matrix n n ℂ)).eigenvalues_eq_zero_iff.2 (by simp)
    exact Fintype.card_congr (Equiv.subtypeUnivEquiv fun i => (congrFun hz i).le)
  · simp [kernel]

end

end BirmanSchwingerBound
```

```lean
#print axioms BirmanSchwingerBound.kernel_trace_im
#print axioms BirmanSchwingerBound.birman_schwinger_bound_strict
#print axioms BirmanSchwingerBound.bound_of_levels
#print axioms BirmanSchwingerBound.bound_attained
```

```
'BirmanSchwingerBound.kernel_trace_im' depends on axioms: [propext, Classical.choice, Quot.sound]
'BirmanSchwingerBound.birman_schwinger_bound_strict' depends on axioms: [propext, Classical.choice, Quot.sound]
'BirmanSchwingerBound.bound_of_levels' depends on axioms: [propext, Classical.choice, Quot.sound]
'BirmanSchwingerBound.bound_attained' depends on axioms: [propext, Classical.choice, Quot.sound]
```
